# Counting zero modes on sites with no matrix elements among them

When a tight-binding matrix has been diagonalised and several eigenvalues come out close to zero, one wants to know how many of them had to be there whatever the hopping strengths. For a non-interacting model on finitely many sites, part of the answer comes from counting. Choose a set $S$ of sites with no matrix elements among them, on-site energies included, and let $N(S)$ be the set of outside sites coupled to $S$. Then at least $|S|-|N(S)|$ independent zero modes live entirely on $S$.

The rest of the Hamiltonian is arbitrary, so the lattice need not be bipartite. If $H$ is Hermitian, also counting the independent states on $N(S)$ that send no amplitude into $S$ turns the bound into an exact identity.

## Sites, neighbours and zero modes

```lean
import Mathlib

open Matrix Module
open scoped ComplexOrder

namespace LocalChiralIndex

noncomputable section

variable {V : Type*} [Fintype V] [DecidableEq V]
```

The type `V` is the finite set of sites. Its elements may equally be orbitals or spin-orbitals, since only the labels matter. A state is a function `V → ℂ` that gives an amplitude $\psi_x$ for each site $x$, and the Hamiltonian is a `Matrix V V ℂ` with entries $H_{xy}$.

```lean
/-- The sites outside `S` that are coupled to some site of `S` by the Hamiltonian `H`. -/
def neighbours (H : Matrix V V ℂ) (S : Finset V) : Finset V := by
  classical
  exact Finset.univ.filter (fun x => x ∉ S ∧ ∃ y ∈ S, H x y ≠ 0)
```

`S : Finset V` is a finite set of sites. The definition reads

$$N(S)=\{x\notin S : H_{xy}\neq 0 \text{ for some } y\in S\}.$$

Any nonzero coupling counts, however weak. The entry $H_{xy}$ carries amplitude from $y$ to $x$, so for a non-Hermitian matrix $N(S)$ collects the sites that $S$ feeds.

```lean
/-- A site is a neighbour of `S` when it lies outside `S` and is coupled to a site of `S`. -/
theorem mem_neighbours {H : Matrix V V ℂ} {S : Finset V} {x : V} :
    x ∈ neighbours H S ↔ x ∉ S ∧ ∃ y ∈ S, H x y ≠ 0 := by
  classical
  simp [neighbours]
```

This restates the definition as an equivalence that later proofs can use. The symbol `↔` means "if and only if".

```lean
/-- The zero modes of `H` supported on `S`: states with `H ψ = 0` that vanish outside `S`. -/
def zeroModes (H : Matrix V V ℂ) (S : Finset V) : Submodule ℂ (V → ℂ) where
  carrier := {ψ | (∀ x, x ∉ S → ψ x = 0) ∧ H *ᵥ ψ = 0}
  add_mem' := by
    rintro a b ⟨ha, ha'⟩ ⟨hb, hb'⟩
    exact ⟨fun x hx => by simp [ha x hx, hb x hx], by simp [Matrix.mulVec_add, ha', hb']⟩
  zero_mem' := ⟨fun _ _ => rfl, by simp⟩
  smul_mem' := by
    rintro c a ⟨ha, ha'⟩
    exact ⟨fun x hx => by simp [ha x hx], by simp [Matrix.mulVec_smul, ha']⟩
```

The space of zero modes on $S$ is

$$Z(S)=\{\psi : \psi_x=0 \text{ for } x\notin S,\ H\psi=0\}.$$

`H *ᵥ ψ` is the matrix acting on the vector. A `Submodule ℂ (V → ℂ)` is a linear subspace of the state space: `carrier` says which vectors belong to it, and the other three fields check that it is closed under sums, contains zero and is closed under scalar multiples. Note that $H\psi=0$ is required on every site, not only on $S$.

```lean
/-- The states supported on `S` that are dark towards `T`: `H ψ` has no amplitude on `T`. -/
def darkStates (H : Matrix V V ℂ) (S T : Finset V) : Submodule ℂ (V → ℂ) where
  carrier := {ψ | (∀ x, x ∉ S → ψ x = 0) ∧ ∀ x ∈ T, (H *ᵥ ψ) x = 0}
  add_mem' := by
    rintro a b ⟨ha, ha'⟩ ⟨hb, hb'⟩
    exact ⟨fun x hx => by simp [ha x hx, hb x hx],
      fun x hx => by simp [Matrix.mulVec_add, ha' x hx, hb' x hx]⟩
  zero_mem' := ⟨fun _ _ => rfl, fun x _ => by simp⟩
  smul_mem' := by
    rintro c a ⟨ha, ha'⟩
    exact ⟨fun x hx => by simp [ha x hx],
      fun x hx => by simp [Matrix.mulVec_smul, ha' x hx]⟩
```

For a second set of sites $T$, the dark states are supported on $S$ and send no amplitude to $T$: $(H\psi)_x=0$ for all $x\in T$. This is weaker than being a zero mode, because $H\psi$ may be nonzero elsewhere.

```lean
/-- The block of `H` that carries amplitude from `S` to `T`. -/
def hopping (H : Matrix V V ℂ) (S T : Finset V) : Matrix T S ℂ :=
  H.submatrix (fun t : T => (t : V)) (fun s : S => (s : V))
```

The hopping block $h$ has entries $h_{ts}=H_{ts}$ with $t\in T$ and $s\in S$. It is the rectangular part of $H$ that leads from $S$ to $T$.

```lean
/-- Amplitudes given on `S`, continued by zero to all sites. -/
def extendByZero (S : Finset V) (c : S → ℂ) : V → ℂ :=
  fun x => if h : x ∈ S then c ⟨x, h⟩ else 0
```

Given amplitudes $c_s$ on $S$ alone, this builds a state on all sites that equals $c$ on $S$ and vanishes elsewhere.

## Dark states and the rank of the hopping block

```lean
omit [DecidableEq V] in
/-- On a state supported on `S`, the Hamiltonian acts only through the sites of `S`. -/
theorem mulVec_supported (H : Matrix V V ℂ) (S : Finset V) (ψ : V → ℂ)
    (hψ : ∀ x, x ∉ S → ψ x = 0) (x : V) :
    (H *ᵥ ψ) x = ∑ s : S, H x s * ψ s := by
  simp only [Matrix.mulVec, dotProduct]
  rw [Finset.sum_coe_sort S (fun y => H x y * ψ y)]
  symm
  apply Finset.sum_subset (Finset.subset_univ S)
  intro y _ hy
  rw [hψ y hy, mul_zero]
```

In a Lean theorem, the hypotheses stand in brackets after the name, and the conclusion follows the colon that comes after them. Here `hψ` says that $\psi$ vanishes outside $S$, and the conclusion is

$$(H\psi)_x=\sum_{y}H_{xy}\psi_y=\sum_{s\in S}H_{xs}\psi_s .$$

The terms with $y\notin S$ are zero. `Finset.sum_subset` expresses this step: a sum may be enlarged by vanishing terms.

```lean
/-- The number of independent states on `S` dark towards `T`, plus the rank of the hopping
block from `S` to `T`, is the number of sites in `S`. -/
theorem finrank_darkStates_add_rank (H : Matrix V V ℂ) (S T : Finset V) :
    finrank ℂ (darkStates H S T) + (hopping H S T).rank = S.card := by
  -- restriction to `S` identifies dark states with the kernel of the hopping block
  have e : darkStates H S T ≃ₗ[ℂ] LinearMap.ker (hopping H S T).mulVecLin :=
    { toFun := fun ψ => ⟨fun s => ψ.1 s, by
        obtain ⟨hs, ht⟩ := ψ.2
        rw [LinearMap.mem_ker]
        funext t
        have h := ht t t.2
        rw [mulVec_supported H S ψ.1 hs] at h
        exact h⟩
      map_add' := fun _ _ => rfl
      map_smul' := fun _ _ => rfl
      invFun := fun c => ⟨extendByZero S c.1, by
        have h1 : ∀ x, x ∉ S → extendByZero S c.1 x = 0 := fun x hx => dif_neg hx
        have h2 : ∀ t ∈ T, (H *ᵥ extendByZero S c.1) t = 0 := by
          intro t ht
          rw [mulVec_supported H S _ h1 t]
          have hc := congrFun (LinearMap.mem_ker.mp c.2) ⟨t, ht⟩
          calc _ = ∑ s : S, H t s * c.1 s :=
                Finset.sum_congr rfl (fun s _ => by simp [extendByZero])
            _ = 0 := hc
        exact And.intro h1 h2⟩
      left_inv := by
        intro ψ
        obtain ⟨hs, _⟩ := ψ.2
        apply Subtype.ext
        funext x
        by_cases h : x ∈ S
        · simp [extendByZero, h]
        · have h0 := hs x h
          simp [extendByZero, h, h0]
      right_inv := by
        intro c
        apply Subtype.ext
        funext s
        simp [extendByZero] }
  have h := LinearMap.finrank_range_add_finrank_ker (hopping H S T).mulVecLin
  rw [Module.finrank_fintype_fun_eq_card, Fintype.card_coe, ← e.finrank_eq] at h
  exact (add_comm _ _).trans h
```

`finrank ℂ` is the dimension over the complex numbers. The statement is

$$\dim\{\text{states on } S \text{ dark towards } T\}+\operatorname{rank} h=|S| .$$

By hand, take $\psi$ supported on $S$ and let $c$ be its restriction to $S$. By the previous formula, $(H\psi)_t=\sum_s h_{ts}c_s=(hc)_t$ for $t\in T$, so $\psi$ is dark exactly when $hc=0$. Restriction is therefore a one-to-one linear map from the dark states onto the kernel of $h$, and its inverse is extension by zero. Since $h$ acts on a space of dimension $|S|$, rank-nullity gives $\dim\ker h+\operatorname{rank}h=|S|$.

In the proof, `e` is this one-to-one map. `toFun` restricts, `invFun` extends by zero, and `left_inv` and `right_inv` check that each undoes the other. Rank-nullity is `LinearMap.finrank_range_add_finrank_ker`.

## The lower bound

```lean
/-- If `H` has no matrix elements within `S`, the zero modes on `S` are exactly the states
on `S` that are dark towards the neighbours of `S`. -/
theorem zeroModes_eq_darkStates (H : Matrix V V ℂ) (S : Finset V)
    (hS : ∀ x ∈ S, ∀ y ∈ S, H x y = 0) :
    zeroModes H S = darkStates H S (neighbours H S) := by
  ext ψ
  constructor
  · rintro ⟨hs, h0⟩
    exact And.intro hs (fun x _ => congrFun h0 x)
  · rintro ⟨hs, hN⟩
    refine And.intro hs (funext fun x => ?_)
    by_cases hx : x ∈ neighbours H S
    · exact hN x hx
    · -- a site that is not a neighbour receives no amplitude from `S`
      have hz : ∀ y ∈ S, H x y = 0 := by
        intro y hy
        by_cases hxS : x ∈ S
        · exact hS x hxS y hy
        · by_contra h
          exact hx (mem_neighbours.mpr ⟨hxS, y, hy, h⟩)
      rw [mulVec_supported H S ψ hs x]
      exact Finset.sum_eq_zero (fun s _ => by rw [hz s s.2, zero_mul])
```

The hypothesis `hS` says $H_{xy}=0$ for all $x,y\in S$. Since $x=y$ is allowed, it also sets the on-site energies in $S$ to zero. Physically, $S$ may consist of equivalent sites on one sublattice of a nearest-neighbour model, with energies measured from their common level.

Under this hypothesis, a state on $S$ is a zero mode exactly when it is dark towards $N(S)$. One direction is immediate, since $H\psi=0$ holds in particular on $N(S)$. For the other, let $\psi$ be dark towards $N(S)$ and look at each site $x$:

- If $x\in N(S)$, then $(H\psi)_x=0$ by assumption.
- If $x\in S$, then $H_{xs}=0$ for all $s\in S$ by `hS`, so $(H\psi)_x=0$.
- If $x$ lies in neither set, it is not coupled to $S$, so again all $H_{xs}=0$.

The two `by_cases` steps make the same distinction.

```lean
/-- If `H` has no matrix elements within `S`, the zero modes supported on `S` span a space of
dimension at least the number of sites in `S` minus the number of neighbours of `S`. -/
theorem card_le_finrank_zeroModes_add (H : Matrix V V ℂ) (S : Finset V)
    (hS : ∀ x ∈ S, ∀ y ∈ S, H x y = 0) :
    S.card ≤ finrank ℂ (zeroModes H S) + (neighbours H S).card := by
  have h := finrank_darkStates_add_rank H S (neighbours H S)
  have hr := (hopping H S (neighbours H S)).rank_le_card_height
  rw [Fintype.card_coe] at hr
  rw [zeroModes_eq_darkStates H S hS]
  omega
```

This is the bound, $|S|\le\dim Z(S)+|N(S)|$. It is written with a sum because subtraction of natural numbers in Lean stops at zero.

Let $h$ now be the block from $S$ to $N(S)$. The two preceding theorems give $\dim Z(S)=|S|-\operatorname{rank}h$. The block has $|N(S)|$ rows, so $\operatorname{rank}h\le|N(S)|$, which is `rank_le_card_height`. Hence $\dim Z(S)\ge|S|-|N(S)|$. The tactic `omega` does the final arithmetic with whole numbers. Hermiticity is not used.

The smallest case is a single site with zero on-site energy and no neighbours. The bound gives one zero mode, the state on that site. An example with coupling is a three-site chain with the same nonzero real hopping between sites 1–2 and 2–3 and zero on-site energy at the ends. With $S=\{1,3\}$ and $N(S)=\{2\}$, the bound promises one zero mode, and it is $(1,0,-1)/\sqrt2$, whatever the energy of site 2.

It is not enough to ask that distinct sites of $S$ be uncoupled. A single site with on-site energy $H_{11}\neq0$ satisfies that weaker condition and has no neighbours, yet it has no zero mode.

## The exact count for Hermitian matrices

```lean
/-- Local index theorem: for Hermitian `H` without matrix elements within `S`, the number of
independent zero modes on `S` minus the number of independent states on the neighbours that are dark
towards `S` equals the number of sites in `S` minus the number of neighbours (written without
subtraction). -/
theorem local_index (H : Matrix V V ℂ) (hH : H.IsHermitian) (S : Finset V)
    (hS : ∀ x ∈ S, ∀ y ∈ S, H x y = 0) :
    finrank ℂ (zeroModes H S) + (neighbours H S).card
      = finrank ℂ (darkStates H (neighbours H S) S) + S.card := by
  -- hopping back is the adjoint of hopping out, so both have the same rank
  have hadj : hopping H (neighbours H S) S = (hopping H S (neighbours H S))ᴴ := by
    ext s t
    exact (hH.apply _ _).symm
  have h1 := finrank_darkStates_add_rank H S (neighbours H S)
  have h2 := finrank_darkStates_add_rank H (neighbours H S) S
  rw [hadj, Matrix.rank_conjTranspose] at h2
  rw [zeroModes_eq_darkStates H S hS]
  omega
```

`hH : H.IsHermitian` states $H=H^\dagger$. Let $D$ be the space of states on $N(S)$ that are dark towards $S$, which is `darkStates H (neighbours H S) S`. The theorem says

$$\dim Z(S)-\dim D=|S|-|N(S)| .$$

The block from $N(S)$ back to $S$ has entries $H_{st}=\overline{H_{ts}}$, so it is $h^\dagger$ and has the same rank $r$ as $h$. Applying the dimension formula in both directions gives

$$\dim Z(S)=|S|-r,\qquad \dim D=|N(S)|-r ,$$

and subtraction removes $r$. In the proof, `hadj` is the statement about the adjoint block, `h1` and `h2` are the two dimension formulas, and `Matrix.rank_conjTranspose` equates the ranks.

A square of four sites with equal nonzero real hopping along its edges and no on-site energies shows both terms at work. For $S=\{1,3\}$ and $N(S)=\{2,4\}$, $Z(S)$ is spanned by $(1,0,-1,0)/\sqrt2$ and $D$ by $(0,1,0,-1)/\sqrt2$, so $1-1=2-2$. If a nonzero real hopping $w$ is added between sites 2 and 4, both spaces stay the same, but the state in $D$ now has energy $-w$. States in $D$ are thus not zero modes in general. They are when $S$ and $N(S)$ together make up the whole lattice and $H$ also has no matrix elements within $N(S)$; the identity is then the familiar sublattice count of chiral models. The index here is a difference of site numbers for a finite matrix, not the winding number of a bulk system, and the identity is not the local index theorem of differential geometry.

The identity fails for general complex matrices. Take two sites whose only nonzero entry is $H_{21}=1$, and $S=\{1\}$. Then $N(S)=\{2\}$, $\dim Z(S)=0$ and $\dim D=1$, so the left side is $-1$ and the right side is $0$.

```lean
/-- For Hermitian `H` without matrix elements within `S`, the counting bound is an equality
exactly when no nonzero state on the neighbours is dark towards `S`. -/
theorem bound_saturated_iff (H : Matrix V V ℂ) (hH : H.IsHermitian) (S : Finset V)
    (hS : ∀ x ∈ S, ∀ y ∈ S, H x y = 0) :
    S.card = finrank ℂ (zeroModes H S) + (neighbours H S).card
      ↔ darkStates H (neighbours H S) S = ⊥ := by
  have h := local_index H hH S hS
  rw [← Submodule.finrank_eq_zero (R := ℂ)]
  omega
```

The symbol `⊥` is the subspace that contains only the zero vector. The bound is an equality exactly when $D$ is trivial, that is, when every nonzero state on $N(S)$ sends some amplitude into $S$. This follows from the identity, because a subspace is trivial exactly when its dimension is zero. The three-site chain saturates the bound; the square does not.

## A confined eigenstate at a common on-site energy

```lean
/-- If the sites of `S` share the on-site energy `ε`, are not coupled to each other, and
outnumber their neighbours, then `H` has an eigenstate of energy `ε` supported on `S`. -/
theorem exists_confined_eigenstate (H : Matrix V V ℂ) (S : Finset V) (ε : ℂ)
    (hS : ∀ x ∈ S, ∀ y ∈ S, H x y = if x = y then ε else 0)
    (hcard : (neighbours H S).card < S.card) :
    ∃ ψ : V → ℂ, ψ ≠ 0 ∧ (∀ x, x ∉ S → ψ x = 0) ∧ H *ᵥ ψ = ε • ψ := by
  -- measure energies from `ε`; this leaves the neighbours unchanged
  have hS' : ∀ x ∈ S, ∀ y ∈ S, (H - ε • (1 : Matrix V V ℂ)) x y = 0 := by
    intro x hx y hy
    by_cases hxy : x = y
    · subst hxy
      simp [hS x hx x hx]
    · simp [hS x hx y hy, hxy]
  have hsub : neighbours (H - ε • (1 : Matrix V V ℂ)) S ⊆ neighbours H S := by
    intro x hx
    obtain ⟨hxS, y, hy, hne⟩ := mem_neighbours.mp hx
    have hxy : x ≠ y := fun h => hxS (h ▸ hy)
    refine mem_neighbours.mpr ⟨hxS, y, hy, ?_⟩
    simpa [Matrix.one_apply, hxy] using hne
  have hb := card_le_finrank_zeroModes_add _ S hS'
  have hc := Finset.card_le_card hsub
  have hne : zeroModes (H - ε • (1 : Matrix V V ℂ)) S ≠ ⊥ := by
    intro h
    rw [h, finrank_bot] at hb
    omega
  obtain ⟨ψ, hψ, hψ0⟩ := Submodule.exists_mem_ne_zero_of_ne_bot hne
  obtain ⟨hs, h0⟩ := hψ
  refine ⟨ψ, hψ0, hs, ?_⟩
  rw [Matrix.sub_mulVec, Matrix.smul_mulVec, Matrix.one_mulVec] at h0
  exact sub_eq_zero.mp h0

end

end LocalChiralIndex
```

Here the sites of $S$ share an on-site energy $\varepsilon$, as equivalent atoms would, and are not coupled to each other. If $|N(S)|<|S|$, there is a nonzero $\psi$ supported on $S$ with $H\psi=\varepsilon\psi$. This is the ordinary eigenvalue equation, as for an orthonormal basis. The theorem does not normalise $\psi$, but a nonzero vector can always be divided by its norm. It allows complex $\varepsilon$ and does not assume Hermiticity; for Hermitian $H$, $\varepsilon$ is real because it is a diagonal element.

By hand, set $H'=H-\varepsilon\mathbb 1$. All matrix elements of $H'$ within $S$ vanish, which is `hS'`. The shift changes only diagonal entries, so it creates no new neighbours, which is `hsub`. The lower bound applied to $H'$ gives a zero-mode space of dimension at least $|S|-|N(S)|>0$. Any nonzero $\psi$ in it satisfies $(H-\varepsilon\mathbb 1)\psi=0$, which is the claim.

In the three-site chain with on-site energy $\varepsilon$ at both ends, this state is again $(1,0,-1)/\sqrt2$, now at energy $\varepsilon$.

```lean
#print axioms LocalChiralIndex.card_le_finrank_zeroModes_add
-- 'LocalChiralIndex.card_le_finrank_zeroModes_add' depends on axioms: [propext, Classical.choice, Quot.sound]
#print axioms LocalChiralIndex.bound_saturated_iff
-- 'LocalChiralIndex.bound_saturated_iff' depends on axioms: [propext, Classical.choice, Quot.sound]
#print axioms LocalChiralIndex.exists_confined_eigenstate
-- 'LocalChiralIndex.exists_confined_eigenstate' depends on axioms: [propext, Classical.choice, Quot.sound]
```
